# For density u > 0 and dimension d > 0, the integral of r^(−1−d−s) min(u r^d, u² r^(2d)) over all length scales r > 0 converges exactly when 0 < s < d

The declaration `integrable_iff` concerns a function of a length scale r: the smaller of u r^d and u² r^(2d), weighted by r^(−1−d−s), where u is a fixed density value, d the dimension and s the interaction exponent. It states that, for real d > 0 and u > 0, this function is integrable over all r > 0 exactly when 0 < s < d. No quantum state or Hamiltonian enters, and u is a single number, not a density varying in space. The attempt splits the integral at the crossover radius u^(−1/d), where u r^d = 1. Below it the integrand is u² r^(d−s−1), which is integrable down to zero exactly when s < d; above it the integrand is u r^(−1−s), which is integrable out to infinity exactly when s > 0.

The failing Lean file:

```lean
import Mathlib

open MeasureTheory Set

namespace IntegrableIff

noncomputable section

variable {d s u r R : ℝ}

/-- The integrand at length scale `r > 0` for density value `u`, dimension `d` and
interaction exponent `s`: the smaller of `u r^d` and `u² r^(2d)`, weighted by `r^(-1-d-s)`. -/
def scaleIntegrand (d s u r : ℝ) : ℝ :=
  r ^ (-1 - d - s) * min (u * r ^ d) (u ^ 2 * r ^ (2 * d))

/-- The crossover radius `u^(-1/d)`, for `u > 0` and `d ≠ 0`. -/
def crossoverRadius (d u : ℝ) : ℝ := u ^ (-1 / d)

/-- For `d > 0` and `u > 0` the crossover radius is positive, and there `u r^d = 1`. -/
theorem crossoverRadius_spec (hd : 0 < d) (hu : 0 < u) :
    0 < crossoverRadius d u ∧ u * crossoverRadius d u ^ d = 1 := by
  refine ⟨Real.rpow_pos_of_pos hu _, ?_⟩
  unfold crossoverRadius
  rw [← Real.rpow_mul hu.le, div_mul_cancel₀ _ hd.ne', Real.rpow_neg_one]
  exact mul_inv_cancel₀ hu.ne'

/-- At every scale `r > 0` the integrand is the smaller of two pure powers of `r`. -/
theorem scaleIntegrand_eq_min (hr : 0 < r) :
    scaleIntegrand d s u r = min (u * r ^ (-1 - s)) (u ^ 2 * r ^ (d - s - 1)) := by
  have h1 : r ^ (-1 - s) = r ^ (-1 - d - s) * r ^ d := by
    rw [← Real.rpow_add hr]; congr 1; ring
  have h2 : r ^ (d - s - 1) = r ^ (-1 - d - s) * r ^ (2 * d) := by
    rw [← Real.rpow_add hr]; congr 1; ring
  unfold scaleIntegrand
  rw [mul_min_of_nonneg _ _ (Real.rpow_nonneg hr.le _), h1, h2]
  congr 1 <;> ring

/-- For `d, u, r > 0`, the quadratic term is selected up to the crossover radius
and the linear term from there on. -/
theorem scaleIntegrand_branches (hd : 0 < d) (hu : 0 < u) (hr : 0 < r) :
    (r ≤ crossoverRadius d u → scaleIntegrand d s u r = u ^ 2 * r ^ (d - s - 1)) ∧
    (crossoverRadius d u ≤ r → scaleIntegrand d s u r = u * r ^ (-1 - s)) := by
  obtain ⟨hR, hR1⟩ := crossoverRadius_spec hd hu
  -- the ratio of the two powers is `u r^d`
  have e : u ^ 2 * r ^ (d - s - 1) = u * r ^ (-1 - s) * (u * r ^ d) := by
    rw [show d - s - 1 = (-1 - s) + d by ring, Real.rpow_add hr]; ring
  have hp : 0 ≤ u * r ^ (-1 - s) := mul_nonneg hu.le (Real.rpow_nonneg hr.le _)
  rw [scaleIntegrand_eq_min hr]
  constructor
  · intro h
    have h' := mul_le_mul_of_nonneg_left (Real.rpow_le_rpow hr.le h hd.le) hu.le
    exact min_eq_right (by rw [e]; exact mul_le_of_le_one_right hp (h'.trans hR1.le))
  · intro h
    have h' := mul_le_mul_of_nonneg_left (Real.rpow_le_rpow hR.le h hd.le) hu.le
    exact min_eq_left (by rw [e]; exact le_mul_of_one_le_right hp (hR1.ge.trans h'))

/-- For `d > 0` and `u > 0`, the integrand is integrable over all scales `r > 0`
exactly when `0 < s < d`. -/
theorem integrable_iff (hd : 0 < d) (hu : 0 < u) :
    IntegrableOn (scaleIntegrand d s u) (Ioi 0) ↔ 0 < s ∧ s < d := by
  have hR := (crossoverRadius_spec hd hu).1
  -- convergence at small scales
  have h1 : IntegrableOn (scaleIntegrand d s u) (Ioc 0 (crossoverRadius d u)) ↔ s < d := by
    rw [integrableOn_congr_fun (g := fun r => u ^ 2 * r ^ (d - s - 1))
      (fun r hr => (scaleIntegrand_branches hd hu hr.1).1 hr.2) measurableSet_Ioc,
      integrableOn_Ioc_iff_integrableOn_Ioo]
    have hc : IsUnit (u ^ 2) := IsUnit.mk0 _ (pow_pos hu 2).ne'
    refine (integrable_const_mul_iff hc (fun r : ℝ => r ^ (d - s - 1))).trans ?_
    refine (intervalIntegral.integrableOn_Ioo_rpow_iff hR).trans ?_
    constructor <;> intro h <;> linarith
  -- convergence at large scales
  have h2 : IntegrableOn (scaleIntegrand d s u) (Ioi (crossoverRadius d u)) ↔ 0 < s := by
    rw [integrableOn_congr_fun (g := fun r => u * r ^ (-1 - s))
      (fun r hr => (scaleIntegrand_branches hd hu (hR.trans hr)).2 (le_of_lt hr))
      measurableSet_Ioi]
    have hc : IsUnit u := IsUnit.mk0 _ hu.ne'
    refine (integrable_const_mul_iff hc (fun r : ℝ => r ^ (-1 - s))).trans ?_
    refine (integrableOn_Ioi_rpow_iff hR).trans ?_
    constructor <;> intro h <;> linarith
  rw [← Ioc_union_Ioi_eq_Ioi hR.le, integrableOn_union, h1, h2, and_comm]

end

end IntegrableIff
```

The error:

```
Main.lean:73:8: error: Tactic `rewrite` failed: Did not find an occurrence of the pattern
  IntegrableOn (fun r => scaleIntegrand d s u r) (fun r => Real.lt✝ (crossoverRadius d u) r) ?m.258
in the target expression
  IntegrableOn (scaleIntegrand d s u) (Ioi (crossoverRadius d u)) volume ↔ 0 < s

d s u : ℝ
hd : 0 < d
hu : 0 < u
hR : 0 < crossoverRadius d u
h1 : IntegrableOn (scaleIntegrand d s u) (Ioc 0 (crossoverRadius d u)) volume ↔ s < d
⊢ IntegrableOn (scaleIntegrand d s u) (Ioi (crossoverRadius d u)) volume ↔ 0 < s
```

The error is in the large-scale half, `h2`, where `rw` should replace the integrand by `u * r ^ (-1 - s)`. The rewrite lemma `integrableOn_congr_fun` was given without saying on which set the two functions agree, so Lean had to infer the set from the proof supplied. There `hr`, the membership of `r` in the unknown set, is used as an inequality in `hR.trans hr`. Lean therefore took the set to be `fun r => Real.lt (crossoverRadius d u) r`, the unfolded form shown in the message.

This is the same set as `Ioi (crossoverRadius d u)` by definition, so `measurableSet_Ioi` could still be accepted. But `rw` looks for its pattern without unfolding `Ioi`, and so found no match in the goal.

The repair first states the agreement as `e2`, an `EqOn` that names the set as `Ioi (crossoverRadius d u)`. Rewriting with `e2` then gives a pattern that matches the goal. The uses of `mem_Ioi.1` turn membership into the inequality explicitly; they make the proof of `e2` clearer, but it is the stated set that cures the mismatch.

The repair, with which the file compiles:

```diff
@@ -71,7 +71,8 @@
   -- convergence at large scales
   have h2 : IntegrableOn (scaleIntegrand d s u) (Ioi (crossoverRadius d u)) ↔ 0 < s := by
-    rw [integrableOn_congr_fun (g := fun r => u * r ^ (-1 - s))
-      (fun r hr => (scaleIntegrand_branches hd hu (hR.trans hr)).2 (le_of_lt hr))
-      measurableSet_Ioi]
+    have e2 : EqOn (scaleIntegrand d s u) (fun r => u * r ^ (-1 - s))
+        (Ioi (crossoverRadius d u)) := fun r hr =>
+      (scaleIntegrand_branches hd hu (hR.trans (mem_Ioi.1 hr))).2 (mem_Ioi.1 hr).le
+    rw [integrableOn_congr_fun e2 measurableSet_Ioi]
     have hc : IsUnit u := IsUnit.mk0 _ hu.ne'
     refine (integrable_const_mul_iff hc (fun r : ℝ => r ^ (-1 - s))).trans ?_
```
